# With an attained minimum and a differentiable F, the correlation energy obeys Ec′(1) = Ec(1) + Tc under uniform coordinate scaling

A correlation energy Ec is a single number for a given density, but it mixes two effects: the extra kinetic energy Tc of the interacting state, and the change in its interaction energy. Anyone who reads Ec as pure interaction energy gets the second effect wrong by exactly Tc. The slope of Ec under uniform scaling of the coordinates separates the two, provided that a minimising state exists and that the slope exists.

Scaling by g > 0 turns a density n(r) into g³ n(gr). The correspondingly scaled wavefunctions have kinetic energy g²T and Coulomb repulsion gV, where T and V are the values before scaling. The constrained search for the scaled density can therefore be run over the trial states of the original density, with g²T + gV as the quantity to minimise. Below, F(g) is the infimum of this quantity, Ec(g) is the correlation energy of the scaled density, and a prime is a derivative with respect to g. The Lean file starts from the expression g²T + gV.

## The energies as functions of the scale

```lean
import Mathlib

open Filter Topology

namespace UniformScalingVirial

noncomputable section

variable {S : Type*}
```

The type `S` stands for the set of trial states of one fixed density. Nothing else is assumed about it: wavefunctions, antisymmetry and the density itself enter only through this interpretation.

```lean
/-- The scaled functional `F(g)`: the infimum of `g² T + g V` over the trial states. -/
def scaledF (T V : S → ℝ) (g : ℝ) : ℝ := ⨅ ψ, (g ^ 2 * T ψ + g * V ψ)
```

`T` and `V` assign a real number to each state, and `⨅ ψ` is the infimum over all states:

F(g) = inf over ψ of [g² T(ψ) + g V(ψ)].

Lean's real infimum returns 0 when the values have no lower bound, so later theorems assume that `T` and `V` are bounded below or that a minimiser exists. Physically, kinetic energy and electron repulsion are both non-negative.

```lean
/-- The noninteracting kinetic energy `Ts`: the infimum of `T` over the trial states. -/
def kineticS (T : S → ℝ) : ℝ := ⨅ ψ, T ψ
```

Ts is the infimum of the kinetic energy over the same trial states. The theorems do not require it to be attained.

```lean
/-- The correlation energy at scale `g`: `F(g)` minus the reference energy `g² Ts + g W`,
where `W` is the reference interaction energy. -/
def corrE (T V : S → ℝ) (W g : ℝ) : ℝ :=
  scaledF T V g - (g ^ 2 * kineticS T + g * W)
```

This is the correlation energy at scale g:

Ec(g) = F(g) − (g² Ts + g W).

The number W stands for the Hartree plus exchange energy of the unscaled density, which scales linearly in g. The theorems hold for every real W.

```lean
/-- The trial state `ψ` minimises `g² T + g V`. -/
def IsMinimiser (T V : S → ℝ) (g : ℝ) (ψ : S) : Prop :=
  ∀ φ, g ^ 2 * T ψ + g * V ψ ≤ g ^ 2 * T φ + g * V φ
```

`IsMinimiser T V g ψ` says that no state φ has a lower value of g²T + gV than ψ. The existence of such a state is a hypothesis in the virial theorems.

```lean
/-- If `T` and `V` are bounded below and `g > 0`, every trial state gives an upper bound
on `F(g)`. -/
theorem scaledF_le {T V : S → ℝ} (hT : BddBelow (Set.range T))
    (hV : BddBelow (Set.range V)) {g : ℝ} (hg : 0 < g) (ψ : S) :
    scaledF T V g ≤ g ^ 2 * T ψ + g * V ψ := by
  obtain ⟨a, ha⟩ := hT
  obtain ⟨b, hb⟩ := hV
  refine ciInf_le ⟨g ^ 2 * a + g * b, ?_⟩ ψ
  rintro _ ⟨φ, rfl⟩
  exact add_le_add
    (mul_le_mul_of_nonneg_left (ha (Set.mem_range_self φ)) (sq_nonneg g))
    (mul_le_mul_of_nonneg_left (hb (Set.mem_range_self φ)) hg.le)
```

If T ≥ a and V ≥ b for all states, then g²T + gV ≥ g²a + gb, because g > 0. The infimum is then a genuine one and is at most the energy of every trial state. The proof gives this lower bound to `ciInf_le`.

```lean
/-- A minimising state attains the value `F(g)`. -/
theorem scaledF_eq {T V : S → ℝ} {g : ℝ} {ψ : S} (h : IsMinimiser T V g ψ) :
    scaledF T V g = g ^ 2 * T ψ + g * V ψ := by
  have : Nonempty S := ⟨ψ⟩
  refine le_antisymm (ciInf_le ⟨g ^ 2 * T ψ + g * V ψ, ?_⟩ ψ) (le_ciInf h)
  rintro _ ⟨φ, rfl⟩
  exact h φ
```

For a minimiser ψ, the infimum equals the energy of ψ, which is both a lower bound and one of the values. `le_antisymm` joins the two inequalities.

## The slope of F

```lean
/-- The energy `x² a + x b` of a fixed state has slope `2 g a + b` at scale `g`. -/
theorem hasDerivAt_fixed_state (a b g : ℝ) :
    HasDerivAt (fun x : ℝ => x ^ 2 * a + x * b) (2 * g * a + b) g := by
  have h := ((hasDerivAt_pow 2 g).mul_const a).fun_add ((hasDerivAt_id' g).mul_const b)
  exact h.congr_deriv (by norm_num)
```

`HasDerivAt f d g` means that f is differentiable at g with derivative d. For fixed numbers a and b,

d/dx (x² a + x b) = 2g a + b at x = g.

```lean
/-- Hellmann–Feynman theorem for scaling: let `T` and `V` be bounded below and `F` be
differentiable at `g > 0`. Then `F'(g) = 2 g T + V`, evaluated in any minimiser at `g`. -/
theorem hasDerivAt_scaledF {T V : S → ℝ} (hT : BddBelow (Set.range T))
    (hV : BddBelow (Set.range V)) {g : ℝ} (hg : 0 < g) {ψ : S}
    (hψ : IsMinimiser T V g ψ) (hd : DifferentiableAt ℝ (scaledF T V) g) :
    HasDerivAt (scaledF T V) (2 * g * T ψ + V ψ) g := by
  have hs := hd.hasDerivAt.fun_sub (hasDerivAt_fixed_state (T ψ) (V ψ) g)
  -- the energy of the fixed state touches `F` from above at `g`
  have hev : ∀ᶠ x in 𝓝 g, scaledF T V x - (x ^ 2 * T ψ + x * V ψ)
      ≤ scaledF T V g - (g ^ 2 * T ψ + g * V ψ) := by
    filter_upwards [lt_mem_nhds hg] with x hx
    have h1 := scaledF_le hT hV hx ψ
    have h2 := scaledF_eq hψ
    linarith
  have hmax : IsLocalMax (fun x => scaledF T V x - (x ^ 2 * T ψ + x * V ψ)) g := hev
  have h0 := hmax.hasDerivAt_eq_zero hs
  exact hd.hasDerivAt.congr_deriv (by linarith)
```

This is a Hellmann–Feynman statement: F′(g) can be computed as if the minimising state did not change with g. By hand, hold the minimiser ψ fixed and define

D(x) = F(x) − [x² T(ψ) + x V(ψ)].

For every x > 0, ψ is still an allowed trial state, so D(x) ≤ 0. At x = g it is the minimiser, so D(g) = 0. Hence D has a local maximum at g. Since F is assumed differentiable there, D′(g) = 0, which gives

F′(g) = 2g T(ψ) + V(ψ).

In the proof, `hs` is the derivative of D and `hev` is the inequality D(x) ≤ D(g). The notation `∀ᶠ x in 𝓝 g` means "for all x close enough to g", here close enough to be positive. `hmax` records the local maximum, and `h0` sets the derivative to zero.

## The slope of Ec

```lean
/-- Virial relation at any scale `g > 0`: if `T` and `V` are bounded below, `ψ` is a minimiser
at `g` and `F` is differentiable there, then `Ec'(g) = Ec(g)/g + g (T(ψ) - Ts)`. -/
theorem hasDerivAt_corrE {T V : S → ℝ} (hT : BddBelow (Set.range T))
    (hV : BddBelow (Set.range V)) (W : ℝ) {g : ℝ} (hg : 0 < g) {ψ : S}
    (hψ : IsMinimiser T V g ψ) (hd : DifferentiableAt ℝ (scaledF T V) g) :
    HasDerivAt (corrE T V W) (corrE T V W g / g + g * (T ψ - kineticS T)) g := by
  have h := (hasDerivAt_scaledF hT hV hg hψ hd).fun_sub
    (hasDerivAt_fixed_state (kineticS T) W g)
  have e : corrE T V W g / g = g * T ψ + V ψ - (g * kineticS T + W) := by
    rw [div_eq_iff hg.ne', corrE, scaledF_eq hψ]
    ring
  refine HasDerivAt.congr_deriv (f := corrE T V W) h ?_
  rw [e]
  ring
```

Subtracting the slope of the reference energy gives

Ec′(g) = 2g T(ψ) + V(ψ) − 2g Ts − W.

Dividing Ec(g) itself by g gives

Ec(g)/g = g T(ψ) + V(ψ) − g Ts − W.

The difference of the two lines is g (T(ψ) − Ts), so

Ec′(g) = Ec(g)/g + g (T(ψ) − Ts).

In Lean, `h` is the first line, `e` is the second, and `ring` does the final algebra.

```lean
/-- Virial relation at full scale: let `T` and `V` be bounded below, `ψ` be a minimiser at
`g = 1` and `F` be differentiable there. With `Tc = T(ψ) - Ts`, the slope of `Ec` at `1` is
`Ec(1) + Tc`, and `2 Ec(1)` minus this slope is `V(ψ) - W`. -/
theorem correlation_virial {T V : S → ℝ} (hT : BddBelow (Set.range T))
    (hV : BddBelow (Set.range V)) (W : ℝ) {ψ : S}
    (hψ : IsMinimiser T V 1 ψ) (hd : DifferentiableAt ℝ (scaledF T V) 1) :
    HasDerivAt (corrE T V W) (corrE T V W 1 + (T ψ - kineticS T)) 1 ∧
      2 * corrE T V W 1 - deriv (corrE T V W) 1 = V ψ - W := by
  have h : HasDerivAt (corrE T V W) (corrE T V W 1 + (T ψ - kineticS T)) 1 :=
    (hasDerivAt_corrE hT hV W one_pos hψ hd).congr_deriv (by ring)
  refine ⟨h, ?_⟩
  rw [h.deriv, corrE, scaledF_eq hψ]
  ring
```

Set g = 1 and write Tc = T(ψ) − Ts. Then

Ec(1) = Tc + V(ψ) − W,
Ec′(1) = 2Tc + V(ψ) − W = Ec(1) + Tc,
2Ec(1) − Ec′(1) = V(ψ) − W.

The theorem states the last two relations, joined by `∧`. In the second part `deriv` denotes the derivative as a number, and `h.deriv` supplies its value from the first part.

Unless Tc = 0, Ec′(1) is not equal to V(ψ) − W. V(ψ) − W is instead the slope at λ = 1 along another path, on which the density is held fixed, only the repulsion is multiplied by a coupling λ, and the correlation energy is the infimum of T + λV minus the reference energy (Ts + λW). Coordinate scaling also changes the weight of the kinetic energy, and this adds 2Tc.

In density functional theory, the relation recovers Tc from the exact correlation energy and its scaling slope, for a density whose minimum is attained and whose F is differentiable at g = 1. An approximate Ec is not built from this infimum, so the theorem does not apply to it directly.

## When the slope exists

```lean
/-- If `T` and `V` are bounded below and `F` is differentiable at `g > 0`, all minimisers at `g`
have the same kinetic energy and the same interaction energy. -/
theorem minimisers_agree {T V : S → ℝ} (hT : BddBelow (Set.range T))
    (hV : BddBelow (Set.range V)) {g : ℝ} (hg : 0 < g) {ψ φ : S}
    (hψ : IsMinimiser T V g ψ) (hφ : IsMinimiser T V g φ)
    (hd : DifferentiableAt ℝ (scaledF T V) g) : T ψ = T φ ∧ V ψ = V φ := by
  have h1 := (hasDerivAt_scaledF hT hV hg hψ hd).unique (hasDerivAt_scaledF hT hV hg hφ hd)
  have h2 := (scaledF_eq hψ).symm.trans (scaledF_eq hφ)
  have h3 : g ^ 2 * (T ψ - T φ) = 0 := by linear_combination g * h1 - h2
  have h4 : T ψ = T φ :=
    sub_eq_zero.1 ((mul_eq_zero.1 h3).resolve_left (pow_ne_zero 2 hg.ne'))
  refine ⟨h4, ?_⟩
  rw [h4] at h1
  linarith
```

Suppose that ψ and φ are both minimisers at g. They share the value g²T + gV, and if F is differentiable they also share the slope 2gT + V. Now

g (2gT + V) − (g²T + gV) = g²T,

so their kinetic energies agree, and then so do their interaction energies. `h1` equates the slopes, `h2` equates the values, and `h3` is the combination above. The states themselves may still differ.

```lean
/-- A level crossing: for two trial states with `(T, V) = (2, 1)` and `(1, 2)`, the functional
`F` is not differentiable at `g = 1`. -/
theorem level_crossing_kink :
    ¬ DifferentiableAt ℝ
      (scaledF (fun b : Bool => if b then 2 else 1) (fun b : Bool => if b then 1 else 2)) 1 := by
  intro hd
  have h := minimisers_agree (Set.finite_range _).bddBelow (Set.finite_range _).bddBelow
    one_pos (ψ := true) (φ := false)
    (by intro b; cases b <;> norm_num) (by intro b; cases b <;> norm_num) hd
  norm_num at h
```

`Bool` has two elements, used here as the only two trial states of a toy model, not as the wavefunctions of a real electronic density: `true` with (T, V) = (2, 1) and `false` with (1, 2). Their energies are 2g² + g and g² + 2g, which cross at g = 1 with the common value 3. At the crossing, the lower curve has slope 5 from the left and slope 4 from the right, so F has a kink. The Lean proof argues by contradiction: if F were differentiable, the previous theorem would force the two kinetic energies, 2 and 1, to be equal.

```lean
/-- If minimisers `ψ x` exist for all scales `x` near `g`, and their kinetic and interaction
energies are continuous at `g`, then `F` is differentiable at `g` with slope `2 g T + V`. -/
theorem hasDerivAt_of_continuous_minimisers {T V : S → ℝ} {g : ℝ} {ψ : ℝ → S}
    (hmin : ∀ᶠ x in 𝓝 g, IsMinimiser T V x (ψ x))
    (hT : ContinuousAt (fun x => T (ψ x)) g) (hV : ContinuousAt (fun x => V (ψ x)) g) :
    HasDerivAt (scaledF T V) (2 * g * T (ψ g) + V (ψ g)) g := by
  have hg := hmin.self_of_nhds
  have h1 : Tendsto (fun x => (x + g) * T (ψ x) + V (ψ x)) (𝓝 g)
      (𝓝 ((g + g) * T (ψ g) + V (ψ g))) :=
    ((tendsto_id.add_const g).mul hT.tendsto).add hV.tendsto
  have h2 : Tendsto (fun x : ℝ => (x - g) * T (ψ g)) (𝓝 g) (𝓝 ((g - g) * T (ψ g))) :=
    (tendsto_id.sub_const g).mul_const _
  rw [hasDerivAt_iff_isLittleO, Asymptotics.isLittleO_iff]
  intro c hc
  filter_upwards [hmin, h1 (Metric.ball_mem_nhds _ hc), h2 (Metric.ball_mem_nhds _ hc)]
    with x hx hb ha
  simp only [Set.mem_preimage, Metric.mem_ball, Real.dist_eq] at hb ha
  have key : ∀ A : ℝ, |A| < c → |(x - g) * A| ≤ c * |x - g| := fun A hA => by
    rw [abs_mul, mul_comm c]
    exact mul_le_mul_of_nonneg_left hA.le (abs_nonneg _)
  have kb := abs_le.1 (key _ hb)
  have ka := abs_le.1 (key _ ha)
  -- each minimiser serves as a trial state at the other scale
  have u1 := hx (ψ g)
  have u2 := hg (ψ x)
  rw [Real.norm_eq_abs, Real.norm_eq_abs, smul_eq_mul, scaledF_eq hx, scaledF_eq hg, abs_le]
  constructor <;> nlinarith
```

This theorem gives a sufficient condition for differentiability. For each scale x near g, let ψ(x) be a minimiser. Only its two energies have to be continuous at g; no continuity of the states is required. Using each minimiser as a trial state at the other scale gives

F(x) − F(g) ≤ (x² − g²) T(ψ(g)) + (x − g) V(ψ(g)),
F(x) − F(g) ≥ (x² − g²) T(ψ(x)) + (x − g) V(ψ(x)).

Let L = 2g T(ψ(g)) + V(ψ(g)) be the expected slope. Subtracting L(x − g) shows that the remainder F(x) − F(g) − L(x − g) lies between

(x − g) [(x + g) T(ψ(x)) + V(ψ(x)) − L] and (x − g) [(x − g) T(ψ(g))].

Both square brackets tend to zero as x → g, so the remainder is small compared with |x − g|, which is what differentiability with slope L means.

In the proof, `h1` and `h2` are the two limits and `c` is the tolerance. `key` turns a small bracket into a small product, while `u1` and `u2` are the two trial-state inequalities. `nlinarith` combines them.

## A quadratic example

```lean
/-- On trial states labelled by a real `s`, with `T = s²` and `V = (s - 2)²`, both energies are
bounded below, `s = 1` is a minimiser at `g = 1`, and `F` has slope `3` there. -/
theorem correlation_virial_witness :
    BddBelow (Set.range fun s : ℝ => s ^ 2) ∧
    BddBelow (Set.range fun s : ℝ => (s - 2) ^ 2) ∧
    IsMinimiser (fun s : ℝ => s ^ 2) (fun s => (s - 2) ^ 2) 1 1 ∧
    HasDerivAt (scaledF (fun s : ℝ => s ^ 2) (fun s => (s - 2) ^ 2)) 3 1 := by
  -- completing the square: the minimiser at scale `x` is `2 / (x + 1)`
  have hm : ∀ x : ℝ, 0 < x →
      IsMinimiser (fun s : ℝ => s ^ 2) (fun s => (s - 2) ^ 2) x (2 / (x + 1)) := by
    intro x hx s
    have hx1 : x + 1 ≠ 0 := by positivity
    have hr : (x + 1) * (2 / (x + 1)) = 2 := mul_div_cancel₀ 2 hx1
    have hp : 0 ≤ x * (x + 1) * (s - 2 / (x + 1)) ^ 2 := by positivity
    generalize 2 / (x + 1) = m at hr hp ⊢
    have e : x ^ 2 * s ^ 2 + x * (s - 2) ^ 2 - (x ^ 2 * m ^ 2 + x * (m - 2) ^ 2)
        = x * (x + 1) * (s - m) ^ 2 := by
      linear_combination (2 * x * s - 2 * x * m) * hr
    show x ^ 2 * m ^ 2 + x * (m - 2) ^ 2 ≤ x ^ 2 * s ^ 2 + x * (s - 2) ^ 2
    linarith
  have hc : ContinuousAt (fun x : ℝ => 2 / (x + 1)) 1 := by
    fun_prop (disch := norm_num)
  refine ⟨⟨0, ?_⟩, ⟨0, ?_⟩, ?_, ?_⟩
  · rintro _ ⟨s, rfl⟩
    exact sq_nonneg s
  · rintro _ ⟨s, rfl⟩
    exact sq_nonneg (s - 2)
  · have h := hm 1 one_pos
    have e : (2 : ℝ) / (1 + 1) = 1 := by norm_num
    rwa [e] at h
  · have h := hasDerivAt_of_continuous_minimisers (g := 1) (ψ := fun x : ℝ => 2 / (x + 1))
      ((lt_mem_nhds one_pos).mono hm) (hc.pow 2) ((hc.sub continuousAt_const).pow 2)
    exact h.congr_deriv (by norm_num)

end

end UniformScalingVirial
```

Here the trial states are labelled by a real number s, with T = s² and V = (s − 2)². This is a one-parameter toy model, not a family of electronic wavefunctions, but it satisfies every hypothesis of the virial relation. Setting the s-derivative of x²s² + x(s − 2)² to zero gives the minimiser m = 2/(x + 1). Completing the square confirms it for x > 0:

x²s² + x(s − 2)² = x²m² + x(m − 2)² + x(x + 1)(s − m)².

The proof establishes this identity as `e`. The minimiser varies continuously with x, so the previous theorem applies. At x = 1 it is s = 1, where T = V = 1 and the slope of F is 2·1 + 1 = 3.

To see the virial relation in numbers, note that T is lowest at s = 0, so Ts = 0, and choose W = 4, the value of V there. Then Tc = 1, Ec(1) = 2 − 4 = −2 and Ec′(1) = 3 − 4 = −1, which is Ec(1) + Tc. The interaction part is 2Ec(1) − Ec′(1) = −3, equal to V − W = 1 − 4.

```lean
#print axioms UniformScalingVirial.correlation_virial
#print axioms UniformScalingVirial.level_crossing_kink
#print axioms UniformScalingVirial.hasDerivAt_of_continuous_minimisers
```

```
'UniformScalingVirial.correlation_virial' depends on axioms: [propext, Classical.choice, Quot.sound]
'UniformScalingVirial.level_crossing_kink' depends on axioms: [propext, Classical.choice, Quot.sound]
'UniformScalingVirial.hasDerivAt_of_continuous_minimisers' depends on axioms: [propext, Classical.choice, Quot.sound]
```
